# For non-interacting electrons, the excitation energy is at least the orbital gap times the number of electrons promoted

The theorem `excitation_bound` concerns a fixed real symmetric Fock matrix F on a finite set of spin orbitals, with orthonormal eigenvectors and orbital energies ε. A set S of these orbitals is chosen such that every orbital outside S lies at least g above every orbital in S. For any ensemble one-particle density matrix P whose trace is the number of orbitals in S, with both P and 1 − P positive semidefinite, it states that the energy Tr(FP) is at least the sum of ε over S plus g times the total occupation outside S. The energy is that of non-interacting electrons, since F does not depend on P. The proof writes Tr(FP) as a sum of orbital energies weighted by occupations, picks a level μ separating the two groups of orbitals, and combines two non-negative sums with the electron count.

The first attempt, which Lean rejects:

```lean
import Mathlib

open Matrix

namespace AufbauDensityMatrix

variable {n : Type*} [Fintype n] [DecidableEq n]

/-- An ensemble one-particle density matrix for `N` electrons in spin orbitals:
`P` and `1 - P` are positive semidefinite and the trace of `P` is `N`. -/
structure IsDensity (P : Matrix n n ℝ) (N : ℕ) : Prop where
  psd : P.PosSemidef
  pauli : (1 - P).PosSemidef
  trace_eq : P.trace = N

/-- The columns of `C` are orthonormal eigenvectors of the Fock matrix `F`, with orbital
energies `ε`. -/
structure IsCanonical (F C : Matrix n n ℝ) (ε : n → ℝ) : Prop where
  orthonormal : Cᵀ * C = 1
  eigen : F * C = C * diagonal ε

/-- The occupation of the `i`-th orbital (column of `C`) in the density matrix `P`. -/
def occupation (C P : Matrix n n ℝ) (i : n) : ℝ := (Cᵀ * P * C) i i

/-- The trace of `P` against an operator diagonal in the orbitals is the sum of its diagonal
values weighted by the occupations. -/
theorem trace_diagonal_orbitals (C P : Matrix n n ℝ) (d : n → ℝ) :
    (C * diagonal d * Cᵀ * P).trace = ∑ i, d i * occupation C P i := by
  calc (C * diagonal d * Cᵀ * P).trace = (C * (diagonal d * (Cᵀ * P))).trace := by
        simp only [Matrix.mul_assoc]
    _ = (diagonal d * (Cᵀ * P * C)).trace := by
        rw [Matrix.trace_mul_comm]
        simp only [Matrix.mul_assoc]
    _ = _ := by
        simp only [Matrix.trace, Matrix.diag_apply, Matrix.diagonal_mul, occupation]

/-- In orthonormal orbitals the occupations of a density matrix lie between zero and one
and add up to the number of electrons. -/
theorem occupation_bounds {C P : Matrix n n ℝ} {N : ℕ} (hC : Cᵀ * C = 1)
    (hP : IsDensity P N) :
    (∀ i, 0 ≤ occupation C P i ∧ occupation C P i ≤ 1) ∧ ∑ i, occupation C P i = N := by
  have h0 := hP.psd.conjTranspose_mul_mul_same C
  have h1 := hP.pauli.conjTranspose_mul_mul_same C
  rw [conjTranspose_eq_transpose_of_trivial] at h0 h1
  rw [Matrix.mul_sub, Matrix.sub_mul, Matrix.mul_one, hC] at h1
  refine ⟨fun i => ⟨h0.diag_nonneg, ?_⟩, ?_⟩
  · have h := h1.diag_nonneg (i := i)
    rw [Matrix.sub_apply, Matrix.one_apply_eq] at h
    exact sub_nonneg.mp h
  · change (Cᵀ * P * C).trace = N
    rw [Matrix.trace_mul_comm, ← Matrix.mul_assoc, mul_eq_one_comm.mp hC, Matrix.one_mul,
      hP.trace_eq]

/-- If the orbitals outside `S` lie at least `g` above those in `S`, the energy of any density
matrix for `S.card` electrons exceeds that of filling `S` by at least `g` times the occupation
outside `S`. -/
theorem excitation_bound {F C P : Matrix n n ℝ} {ε : n → ℝ} {S : Finset n} {g : ℝ}
    (h : IsCanonical F C ε) (hg : ∀ i ∈ S, ∀ a ∉ S, ε i + g ≤ ε a)
    (hP : IsDensity P S.card) :
    ∑ i ∈ S, ε i + g * ∑ a ∈ Sᶜ, occupation C P a ≤ (F * P).trace := by
  have hF : F = C * diagonal ε * Cᵀ := by
    rw [← h.eigen, Matrix.mul_assoc, mul_eq_one_comm.mp h.orthonormal, Matrix.mul_one]
  obtain ⟨hq, hsum⟩ := occupation_bounds h.orthonormal hP
  rw [hF, trace_diagonal_orbitals]
  -- a level separating the orbitals in S from the others
  obtain ⟨μ, hμ, hμ'⟩ : ∃ μ, (∀ i ∈ S, ε i ≤ μ) ∧ ∀ a ∉ S, μ + g ≤ ε a := by
    rcases S.eq_empty_or_nonempty with rfl | hne
    · obtain ⟨b, hb⟩ := (Set.finite_range ε).bddBelow
      refine ⟨b - g, fun i hi => by simp at hi, fun a _ => ?_⟩
      have := hb (Set.mem_range_self a)
      linarith
    · obtain ⟨m, hm, hmax⟩ := S.exists_max_image ε hne
      exact ⟨ε m, hmax, hg m hm⟩
  have h1 : 0 ≤ ∑ i ∈ S, (μ - ε i) * (1 - occupation C P i) :=
    Finset.sum_nonneg fun i hi =>
      mul_nonneg (sub_nonneg.mpr (hμ i hi)) (sub_nonneg.mpr (hq i).2)
  have h2 : 0 ≤ ∑ a ∈ Sᶜ, (ε a - (μ + g)) * occupation C P a :=
    Finset.sum_nonneg fun a ha =>
      mul_nonneg (sub_nonneg.mpr (hμ' a (Finset.mem_compl.mp ha))) (hq a).1
  simp only [sub_mul, mul_sub, mul_one, Finset.sum_sub_distrib, Finset.sum_const,
    nsmul_eq_mul, ← Finset.mul_sum] at h1 h2
  rw [← Finset.sum_add_sum_compl S] at hsum ⊢
  linear_combination h1 + h2 + μ * hsum

end AufbauDensityMatrix
```

The compiler's answer:

```
Main.lean:83:2: error: ring failed, ring expressions not equal up to an additive constant
n : Type u_1
inst✝¹ : Fintype n
inst✝ : DecidableEq n
F C P : Matrix n n ℝ
ε : n → ℝ
S : Finset n
g : ℝ
h : IsCanonical F C ε
hg : ∀ i ∈ S, ∀ a ∉ S, ε i + g ≤ ε a
hP : IsDensity P S.card
hF : F = C * diagonal ε * Cᵀ
hq : ∀ (i : n), 0 ≤ occupation C P i ∧ occupation C P i ≤ 1
hsum : ∑ i ∈ S, occupation C P i + ∑ i ∈ Sᶜ, occupation C P i = ↑S.card
μ : ℝ
hμ : ∀ i ∈ S, ε i ≤ μ
hμ' : ∀ a ∉ S, μ + g ≤ ε a
h1 : 0 ≤ ↑S.card * μ - ∑ x ∈ S, ε x - (μ * ∑ i ∈ S, occupation C P i - ∑ x ∈ S, ε x * occupation C P x)
h2 : 0 ≤ ∑ x ∈ Sᶜ, ε x * occupation C P x - (μ + g) * ∑ i ∈ Sᶜ, occupation C P i
⊢ -((∑ a ∈ Sᶜ, occupation C P a) * μ * 2) + ↑S.card * μ * 2 - (μ * ∑ a ∈ S, occupation C P a) * 2 ≤ 0
```

After these edits no error is left:

```diff
@@ -81,5 +81,5 @@
     nsmul_eq_mul, ← Finset.mul_sum] at h1 h2
   rw [← Finset.sum_add_sum_compl S] at hsum ⊢
-  linear_combination h1 + h2 + μ * hsum
+  linear_combination h1 + h2 - μ * hsum
 
 end AufbauDensityMatrix
```

What went wrong. The error comes from the last step, where the electron count `hsum` is added with the wrong sign. `linear_combination` subtracts the proposed combination from the goal and leaves `ring` to check what remains. `ring` does not use the hypotheses, so `hsum` enters only through the coefficient it is given.

Write q and q′ for the total occupations inside and outside S, and N for `S.card`. With `h1 + h2` alone, the remainder is μ(N − q − q′). This is zero by `hsum`, which says q + q′ = N, but not as an algebraic identity. Adding `μ * hsum` subtracts μ(q + q′ − N) from the remainder and so doubles it to 2μ(N − q − q′), which is the expression left in the message.

The diff changes the term to `- μ * hsum`. The remainder then cancels identically, and `ring` can close the goal.
